# For a given total time, exactly one symmetric triple of Crank-Nicolson steps cancels the cubic phase error

A program that propagates a wavefunction by Crank-Nicolson steps can be made more accurate, provided that the time step Δt is small enough, by splitting each step into three, of lengths aΔt, bΔt and aΔt. The problems below determine the numbers a and b for which the cubic phase error cancels. They treat a time-independent Hamiltonian and follow the phase of a single energy eigenstate.

## The phase of one eigenstate

An eigenstate of energy E should acquire the factor exp(−I x) in the time Δt, where I is the imaginary unit and x = EΔt/ħ. A Crank-Nicolson step multiplies it instead by a rational function of energy times step length. Let there be finitely many steps, labelled by i, with real weights w_i, so that step i has length w_iΔt. A negative weight is a step backward in time.

In Lean the labels form a finite type `ι`, so the number of steps is arbitrary.

```lean
import Mathlib

open Filter Topology

namespace CrankNicolsonTripleJump

noncomputable section

variable {ι : Type*} [Fintype ι]
```

The factor for one step has the dimensionless argument y, which is energy times the length of that step, divided by ħ. Lean writes it as `cnFactor y`.

```lean
/-- The factor by which one Crank-Nicolson step multiplies an energy eigenstate, where `y` is energy
times time step, divided by `ħ`. -/
def cnFactor (y : ℝ) : ℂ := (1 - Complex.I * y / 2) / (1 + Complex.I * y / 2)
```

Phases are counted as positive when they enter as exp(−I · phase). The phase error, written φ(x) below and `phaseError w x` in Lean, is the accumulated phase minus the exact phase x. The subtraction of x stands outside the sum and is done once. The phases are real numbers and are not reduced modulo 2π.

```lean
/-- The phase error of composed Crank-Nicolson steps with weights `w i`: the accumulated phase minus
the exact phase `x`, where `x` is energy times the intended time step, divided by `ħ`. -/
def phaseError (w : ι → ℝ) (x : ℝ) : ℝ := ∑ i, 2 * Real.arctan (w i * x / 2) - x
```

To carry the results over to a general state, one expands it in the eigenvectors of a Hermitian matrix H and gives each component its own x. That expansion is left to the reader, and the linear solves in each step are taken as exact.

## (a) Composed steps differ from the exact evolution by a pure phase

Show that, for any real weights,

∏ᵢ (1 − I w_i x/2)/(1 + I w_i x/2) = exp(−I x) · exp(−I φ(x)).

For one step, put t = arctan(y/2). Then cos t > 0 and (y/2) cos t = sin t, so

(1 + I y/2) cos t = cos t + I sin t = exp(I t),

(1 − I y/2) cos t = cos t − I sin t = exp(−I t).

The quotient is exp(−2I t), a rotation by twice an arctangent. Multiplying the steps adds their phases:

∏ᵢ exp(−2I arctan(w_i x/2)) = exp(−I ∑ᵢ 2 arctan(w_i x/2)) = exp(−I (x + φ(x))).

This identity justifies the name "phase error" and needs no condition on the sum of the weights. In the proof, `step` is the one-step formula, and `e1` and `e2` are the two displayed products with cos t. The first of them also shows that the denominator is nonzero, since an exponential never vanishes. `Complex.exp_sum` then adds the phases.

```lean
/-- The composed Crank-Nicolson steps multiply an energy eigenstate by the exact factor
`exp (-i x)` times a pure phase, whose angle is minus the phase error. -/
theorem prod_cnFactor (w : ι → ℝ) (x : ℝ) :
    ∏ i, cnFactor (w i * x) =
      Complex.exp (-(Complex.I * x)) * Complex.exp (-(Complex.I * (phaseError w x : ℝ))) := by
  -- a single step is a rotation by twice an arctangent
  have step : ∀ y : ℝ, cnFactor y =
      Complex.exp (-(Complex.I * ((2 * Real.arctan (y / 2) : ℝ) : ℂ))) := by
    intro y
    have hc := Real.cos_arctan_pos (y / 2)
    have hs := Real.tan_mul_cos hc.ne'
    rw [Real.tan_arctan] at hs
    obtain ⟨t, ht⟩ : ∃ t, t = Real.arctan (y / 2) := ⟨_, rfl⟩
    rw [← ht] at hc hs ⊢
    have hcC : Complex.cos (t : ℂ) ≠ 0 := by exact_mod_cast hc.ne'
    have h2 : (y : ℂ) / 2 * Complex.cos t = Complex.sin t := by exact_mod_cast hs
    have e1 : (1 + Complex.I * y / 2) * Complex.cos t = Complex.exp (t * Complex.I) := by
      rw [Complex.exp_mul_I]
      linear_combination Complex.I * h2
    have e2 : (1 - Complex.I * y / 2) * Complex.cos t = Complex.exp (-t * Complex.I) := by
      rw [Complex.exp_mul_I, Complex.cos_neg, Complex.sin_neg]
      linear_combination (-Complex.I) * h2
    have hden : 1 + Complex.I * (y : ℂ) / 2 ≠ 0 := by
      intro h
      rw [h, zero_mul] at e1
      exact Complex.exp_ne_zero _ e1.symm
    rw [cnFactor, div_eq_iff hden]
    apply mul_right_cancel₀ hcC
    rw [e2, mul_assoc, e1, ← Complex.exp_add]
    congr 1
    push_cast
    ring
  -- the phases of the steps add up
  rw [Finset.prod_congr rfl (fun i _ => step (w i * x)), ← Complex.exp_sum, ← Complex.exp_add]
  congr 1
  unfold phaseError
  push_cast
  rw [Finset.sum_neg_distrib, ← Finset.mul_sum]
  ring
```

## (b) The arctangent and its cubic polynomial

Show that, for every real y,

|arctan y − (y − y³/3)| ≤ |y|⁵/5.

Call the difference r(y) = arctan y − y + y³/3. Its derivative is

r′(y) = 1/(1 + y²) − (1 − y²) = y⁴/(1 + y²),

which lies between 0 and y⁴. Hence r(y) and y⁵/5 − r(y) are both nondecreasing, and both vanish at y = 0. For y ≥ 0 this gives 0 ≤ r(y) ≤ y⁵/5, and for y ≤ 0 it gives y⁵/5 ≤ r(y) ≤ 0. Both cases are the claimed bound.

The Lean proof takes the same route: `hd` simplifies the derivative, `m1` and `m2` are the two monotonicity statements, and the final case split compares y with zero.

```lean
/-- The arctangent differs from its cubic Taylor polynomial by at most `|y|^5 / 5`. -/
theorem arctan_cubic_remainder (y : ℝ) :
    |Real.arctan y - (y - y ^ 3 / 3)| ≤ |y| ^ 5 / 5 := by
  have hf : ∀ z : ℝ, HasDerivAt (fun z : ℝ => Real.arctan z - (z - z ^ 3 / 3))
      (1 / (1 + z ^ 2) - (1 - z ^ 2)) z := fun z =>
    ((Real.hasDerivAt_arctan z).fun_sub
      ((hasDerivAt_id' z).fun_sub ((hasDerivAt_pow 3 z).div_const 3))).congr_deriv (by norm_num)
  have h5 : ∀ z : ℝ, HasDerivAt (fun z : ℝ => z ^ 5 / 5) (z ^ 4) z := fun z =>
    ((hasDerivAt_pow 5 z).div_const 5).congr_deriv (by norm_num)
  have hd : ∀ z : ℝ, 1 / (1 + z ^ 2) - (1 - z ^ 2) = z ^ 4 / (1 + z ^ 2) := by
    intro z
    have h : 1 + z ^ 2 ≠ 0 := by positivity
    rw [eq_div_iff h, sub_mul, one_div, inv_mul_cancel₀ h]
    ring
  -- the remainder, and `z^5 / 5` minus the remainder, are both nondecreasing
  have m1 : Monotone (fun z : ℝ => Real.arctan z - (z - z ^ 3 / 3)) :=
    monotone_of_deriv_nonneg (fun z => (hf z).differentiableAt) (fun z => by
      rw [(hf z).deriv, hd]
      positivity)
  have m2 : Monotone (fun z : ℝ => z ^ 5 / 5 - (Real.arctan z - (z - z ^ 3 / 3))) :=
    monotone_of_deriv_nonneg (fun z => ((h5 z).fun_sub (hf z)).differentiableAt) (fun z => by
      rw [((h5 z).fun_sub (hf z)).deriv, hd, sub_nonneg]
      exact div_le_self (by positivity) (by nlinarith [sq_nonneg z]))
  rcases le_total 0 y with h | h
  · have a1 := m1 h
    have a2 := m2 h
    simp only [Real.arctan_zero] at a1 a2
    rw [abs_of_nonneg h, abs_le]
    constructor <;> linarith
  · have a1 := m1 h
    have a2 := m2 h
    simp only [Real.arctan_zero] at a1 a2
    rw [abs_of_nonpos h, abs_le]
    constructor <;> linarith
```

## (c) The leading phase error of any composition

Let the weights sum to one, which means that the steps together end at the intended time Δt. Show that

|φ(x) + (∑ᵢ w_i³) x³/12| ≤ (∑ᵢ |w_i|⁵)/80 · |x|⁵.

Insert y = w_i x/2 into twice the cubic polynomial:

2(y − y³/3) = w_i x − w_i³ x³/12.

Summed over i, the linear terms give x, because ∑ᵢ w_i = 1, and they cancel the exact phase. What remains is

φ(x) + (∑ᵢ w_i³) x³/12 = ∑ᵢ 2 r(w_i x/2).

By part (b), each term on the right is at most

2 · |w_i x/2|⁵/5 = |w_i|⁵ |x|⁵/80

in absolute value, and the triangle inequality finishes the estimate.

The hypothesis `hw` is the condition on the sum. The identity for the remainder is `key`, and the `calc` block contains the triangle inequality followed by the termwise bound. The estimate holds for all real x, not only for small ones.

```lean
/-- For weights that sum to one, the phase error equals `-(∑ w^3) x^3 / 12` up to an explicit
remainder of fifth order in `x`. -/
theorem phaseError_bound (w : ι → ℝ) (hw : ∑ i, w i = 1) (x : ℝ) :
    |phaseError w x + (∑ i, w i ^ 3) * x ^ 3 / 12| ≤ (∑ i, |w i| ^ 5) / 80 * |x| ^ 5 := by
  have key : phaseError w x + (∑ i, w i ^ 3) * x ^ 3 / 12 =
      ∑ i, 2 * (Real.arctan (w i * x / 2) - (w i * x / 2 - (w i * x / 2) ^ 3 / 3)) := by
    have h1 : ∑ i, 2 * (Real.arctan (w i * x / 2) - (w i * x / 2 - (w i * x / 2) ^ 3 / 3)) =
        ∑ i, (2 * Real.arctan (w i * x / 2) - w i * x + w i ^ 3 * (x ^ 3 / 12)) :=
      Finset.sum_congr rfl (fun i _ => by ring)
    rw [h1, Finset.sum_add_distrib, Finset.sum_sub_distrib, ← Finset.sum_mul,
      ← Finset.sum_mul, hw]
    unfold phaseError
    ring
  rw [key]
  calc _ ≤ ∑ i, |2 * (Real.arctan (w i * x / 2) - (w i * x / 2 - (w i * x / 2) ^ 3 / 3))| :=
        Finset.abs_sum_le_sum_abs _ _
    _ ≤ ∑ i, |w i| ^ 5 * (|x| ^ 5 / 80) := by
        refine Finset.sum_le_sum (fun i _ => ?_)
        have h := arctan_cubic_remainder (w i * x / 2)
        have e : |w i * x / 2| ^ 5 = |w i| ^ 5 * |x| ^ 5 / 32 := by
          rw [abs_div, abs_mul, abs_two]
          ring
        rw [e] at h
        rw [abs_mul, abs_two]
        linarith
    _ = _ := by
        rw [← Finset.sum_mul]
        ring
```

## (d) The coefficient of x³ as a limit

Again with weights that sum to one, show that

φ(x)/x³ → −(∑ᵢ w_i³)/12 as x → 0, x ≠ 0.

Divide the bound of part (c) by |x|³:

|φ(x)/x³ + (∑ᵢ w_i³)/12| ≤ (∑ᵢ |w_i|⁵)/80 · x².

The right side tends to zero, so the left side does too.

In Lean, `𝓝[≠] 0` expresses that x approaches zero without being equal to it. The limit of the right side is `h0`, and `squeeze_zero_norm'` performs the comparison.

```lean
/-- For weights that sum to one, the phase error divided by `x^3` tends to `-(∑ w^3) / 12`
as `x` tends to zero. -/
theorem tendsto_phaseError (w : ι → ℝ) (hw : ∑ i, w i = 1) :
    Tendsto (fun x => phaseError w x / x ^ 3) (𝓝[≠] 0) (𝓝 (-(∑ i, w i ^ 3) / 12)) := by
  have h0 : Tendsto (fun x : ℝ => (∑ i, |w i| ^ 5) / 80 * x ^ 2) (𝓝[≠] 0) (𝓝 0) := by
    have hc : Continuous (fun x : ℝ => (∑ i, |w i| ^ 5) / 80 * x ^ 2) := by fun_prop
    have h : Tendsto (fun x : ℝ => (∑ i, |w i| ^ 5) / 80 * x ^ 2) (𝓝 0)
        (𝓝 ((∑ i, |w i| ^ 5) / 80 * 0 ^ 2)) := hc.tendsto 0
    rw [show (∑ i, |w i| ^ 5) / 80 * (0 : ℝ) ^ 2 = 0 by ring] at h
    exact h.mono_left nhdsWithin_le_nhds
  refine tendsto_sub_nhds_zero_iff.mp (squeeze_zero_norm' ?_ h0)
  filter_upwards [self_mem_nhdsWithin] with x hx
  have hx3 : x ^ 3 ≠ 0 := pow_ne_zero 3 hx
  have e : phaseError w x / x ^ 3 - -(∑ i, w i ^ 3) / 12 =
      (phaseError w x + (∑ i, w i ^ 3) * x ^ 3 / 12) / x ^ 3 := by
    rw [add_div, div_right_comm _ (12 : ℝ), mul_div_cancel_right₀ _ hx3]
    ring
  rw [e, Real.norm_eq_abs, abs_div, div_le_iff₀ (abs_pos.mpr hx3)]
  calc _ ≤ (∑ i, |w i| ^ 5) / 80 * |x| ^ 5 := phaseError_bound w hw x
    _ = _ := by
        rw [abs_pow, ← sq_abs x]
        ring
```

## (e) The condition on the weights

For weights that sum to one, show that φ(x)/x³ tends to zero as x → 0, x ≠ 0, if and only if

∑ᵢ w_i³ = 0.

Part (d) gives the limit as −(∑ᵢ w_i³)/12. A function has only one limit at a point, so this number must be zero if the ratio tends to zero. Conversely, if the sum of cubes is zero, part (d) states that the limit is zero. The bound of part (c) then shows that |φ(x)| is at most a constant times |x|⁵.

`tendsto_nhds_unique` supplies the uniqueness of the limit in the first direction; the second is a substitution.

```lean
/-- For weights that sum to one, the phase error vanishes faster than `x^3` exactly when the
cubes of the weights sum to zero. -/
theorem cubic_error_cancels_iff (w : ι → ℝ) (hw : ∑ i, w i = 1) :
    Tendsto (fun x => phaseError w x / x ^ 3) (𝓝[≠] 0) (𝓝 0) ↔ ∑ i, w i ^ 3 = 0 := by
  have h := tendsto_phaseError w hw
  constructor
  · intro h'
    have := tendsto_nhds_unique h h'
    linarith
  · intro hs
    rw [hs, neg_zero, zero_div] at h
    exact h
```

## (f) Some step must run backward

Let the weights sum to one and let φ(x)/x³ tend to zero as x → 0, x ≠ 0. Show that, for some i,

w_i < 0.

Suppose that every weight is nonnegative. By part (e) the cubes sum to zero, and since none of them is negative, each is zero. Then every weight is zero and their sum is 0, not 1, which is a contradiction.

The argument works for any finite number of steps and needs no symmetry. In Lean, `by_contra` introduces the supposition, and `hz` records that every cube vanishes.

```lean
/-- If the weights sum to one and the phase error vanishes faster than `x^3`, then at least one
of the composed steps runs backward in time. -/
theorem exists_backward_step (w : ι → ℝ) (hw : ∑ i, w i = 1)
    (h : Tendsto (fun x => phaseError w x / x ^ 3) (𝓝[≠] 0) (𝓝 0)) : ∃ i, w i < 0 := by
  by_contra hn
  have hpos : ∀ i, 0 ≤ w i := fun i => not_lt.mp (fun hi => hn ⟨i, hi⟩)
  have hs := (cubic_error_cancels_iff w hw).mp h
  -- nonnegative cubes with zero sum all vanish
  have hz := (Finset.sum_eq_zero_iff_of_nonneg (fun i _ => pow_nonneg (hpos i) 3)).mp hs
  have h0 : ∑ i, w i = 0 :=
    Finset.sum_eq_zero (fun i hi => eq_zero_of_pow_eq_zero (hz i hi))
  linarith
```

## (g) The lengths of the three steps

Let a and b be real with 2a + b = 1. Show that

(4 arctan(ax/2) + 2 arctan(bx/2) − x)/x³ → 0 as x → 0, x ≠ 0

holds if and only if

a = 1/(2 − 2^(1/3)),

and that b < 0 in that case.

The ratio is φ(x)/x³ for the weights a, b, a, so by part (e) the limit is zero exactly when

2a³ + b³ = 0.

Write c = 2^(1/3), so that c³ = 2 and b³ = −2a³ = (−ca)³. Real cube roots are unique, hence b = −ca. The condition 2a + b = 1 becomes

(2 − c) a = 1,

which gives the stated a, because c³ = 2 < 8 implies c < 2. It also shows that a > 0, and therefore b = −ca < 0.

For the converse, a = 1/(2 − c) gives b = 1 − 2a = −ca, and then 2a³ + b³ = 2a³ − c³a³ = 0.

Numerically, a ≈ 1.3512 and b ≈ −1.7024: the first step overshoots the target time, the middle one goes back past the starting time, and the last one arrives at Δt.

The theorem has two parts, the equivalence for a and the implication that a vanishing limit makes b negative. Its statement spells out the arctangents, and `hfun` identifies them with the phase error of the weight vector `![a, b, a]`. After part (e) has been applied, `generalize` replaces the cube root by a letter `c` about which only c³ = 2 and c > 0 are kept. The step to b = −ca is `hb`, which uses that the cube is strictly increasing on the real line, and `ha` solves for a. The `linear_combination` calls check the remaining algebra.

```lean
/-- For three Crank-Nicolson steps with weights `a, b, a` and `2a + b = 1`, the phase error divided
by `x^3` tends to zero as `x` tends to zero exactly when `a = 1 / (2 - 2^(1/3))`, and then the
middle step `b` is negative. -/
theorem triple_jump (a b : ℝ) (hab : 2 * a + b = 1) :
    (Tendsto (fun x : ℝ => (4 * Real.arctan (a * x / 2) + 2 * Real.arctan (b * x / 2) - x) / x ^ 3)
      (𝓝[≠] 0) (𝓝 0) ↔ a = 1 / (2 - (2 : ℝ) ^ (1 / 3 : ℝ))) ∧
    (Tendsto (fun x : ℝ => (4 * Real.arctan (a * x / 2) + 2 * Real.arctan (b * x / 2) - x) / x ^ 3)
      (𝓝[≠] 0) (𝓝 0) → b < 0) := by
  have hfun : (fun x : ℝ =>
      (4 * Real.arctan (a * x / 2) + 2 * Real.arctan (b * x / 2) - x) / x ^ 3) =
      fun x => phaseError ![a, b, a] x / x ^ 3 := by
    funext x
    have h : phaseError ![a, b, a] x = 2 * Real.arctan (a * x / 2) +
        2 * Real.arctan (b * x / 2) + 2 * Real.arctan (a * x / 2) - x := by
      rw [phaseError, Fin.sum_univ_three]
      rfl
    rw [h]
    ring
  have hw : ∑ i, ![a, b, a] i = 1 := by
    rw [Fin.sum_univ_three]
    change a + b + a = 1
    linarith
  have hcube : ∑ i, ![a, b, a] i ^ 3 = 2 * a ^ 3 + b ^ 3 := by
    rw [Fin.sum_univ_three]
    change a ^ 3 + b ^ 3 + a ^ 3 = _
    ring
  rw [hfun, cubic_error_cancels_iff _ hw, hcube]
  have hc3 : ((2 : ℝ) ^ (1 / 3 : ℝ)) ^ 3 = 2 := by
    rw [← Real.rpow_natCast, ← Real.rpow_mul (by norm_num)]
    norm_num
  have hc0 : 0 < (2 : ℝ) ^ (1 / 3 : ℝ) := Real.rpow_pos_of_pos (by norm_num) _
  generalize (2 : ℝ) ^ (1 / 3 : ℝ) = c at hc3 hc0 ⊢
  have hc2 : 0 < 2 - c := by
    by_contra hn
    have h := pow_le_pow_left₀ (by norm_num : (0 : ℝ) ≤ 2) (by linarith : 2 ≤ c) 3
    rw [hc3] at h
    norm_num at h
  -- real cube roots are unique, so the middle weight is `-c a`
  have hb : 2 * a ^ 3 + b ^ 3 = 0 → b = -(c * a) := fun h =>
    (Odd.strictMono_pow (⟨1, by norm_num⟩ : Odd 3)).injective (by
      linear_combination h + a ^ 3 * hc3)
  have ha : 2 * a ^ 3 + b ^ 3 = 0 → a = 1 / (2 - c) := fun h => by
    rw [eq_div_iff hc2.ne']
    linear_combination hab - hb h
  refine ⟨⟨ha, fun h => ?_⟩, fun h => ?_⟩
  · rw [eq_div_iff hc2.ne'] at h
    have hb' : b = -(c * a) := by linear_combination hab - h
    rw [hb']
    linear_combination (-a ^ 3) * hc3
  · have hapos : 0 < a := by
      rw [ha h]
      positivity
    rw [hb h]
    exact neg_neg_of_pos (mul_pos hc0 hapos)

end

end CrankNicolsonTripleJump
```

```lean
#print axioms CrankNicolsonTripleJump.prod_cnFactor
-- 'CrankNicolsonTripleJump.prod_cnFactor' depends on axioms: [propext, Classical.choice, Quot.sound]
#print axioms CrankNicolsonTripleJump.cubic_error_cancels_iff
-- 'CrankNicolsonTripleJump.cubic_error_cancels_iff' depends on axioms: [propext, Classical.choice, Quot.sound]
#print axioms CrankNicolsonTripleJump.exists_backward_step
-- 'CrankNicolsonTripleJump.exists_backward_step' depends on axioms: [propext, Classical.choice, Quot.sound]
#print axioms CrankNicolsonTripleJump.triple_jump
-- 'CrankNicolsonTripleJump.triple_jump' depends on axioms: [propext, Classical.choice, Quot.sound]
```
